The Kambe reciprocal-space term and its inverse-square-root threshold singularity

Q. I tried the smallest instance I could find, the integral of t⁻² exp(−1/t²) over 0 < t < 1. With u = 1/t the factor t⁻² is absorbed into du, and

∫₀¹ t⁻² exp(−1/t²) dt = ∫₁^∞ exp(−u²) du = √π/2 − ∫₀¹ exp(−u²) du.

Since 1 − u² ≤ exp(−u²) ≤ 1, the subtracted integral lies between 2/3 and 1. I see no singularity, and no layer of atoms.

A. You have set two positive parameters, a decay constant κ and an Ewald splitting parameter η, to κ = 2 and η = 1 in

I(κ,η) = ∫₀^η t⁻² exp(−κ²/(4t²)) dt.

In general put u = κ/(2t). Then |du/dt| = κ/(2t²), the exponent is −u², and 0 < t < η becomes u > x with x = κ/(2η). Writing T(x) for the integral of exp(−u²) over u > x, and C(x) for the integral from 0 to x,

I = (2/κ) T(x) = (2/κ)(√π/2 − C(x)),

I − √π/κ = −(2/κ) C(x).

Integrating your two inequalities from 0 to x gives x − x³/3 ≤ C(x) ≤ x, and C(x) ≥ 0 because the integrand is positive. Now (2/κ)x = 1/η and (2/κ)x³/3 = κ²/(12η³), so

|I − √π/κ| ≤ 1/η,

−1/η ≤ I − √π/κ ≤ −1/η + κ²/(12η³).

Your case is the window from −1 to −2/3. As κ → 0 the window closes on −1/η while √π/κ diverges.

Q. And the layer?

A. In layer KKR a wave of energy E and parallel wave vector k, scattered by a periodic plane of atoms, leaves in beams with in-plane wave vector k + g, where g is a reciprocal vector of the layer. In units with ħ²/2m = 1, and with E measured from the constant potential between the atoms, a beam with E < ‖k+g‖² is evanescent and falls off as exp(−κ|z|) with distance z from the plane, where κ² = ‖k+g‖² − E. Its weight in the free-electron Green function, summed over the sites of the plane with Bloch phases, is proportional to exp(−κ|z|)/κ, and √π times this is the integral of t⁻² exp(−κ²/(4t²) − z²t²) over all t > 0. The Ewald method keeps t < η in reciprocal space, and z = 0 gives I. The result therefore describes, for a single evanescent beam in the plane of the layer, how its contribution to the structure constant of angular momentum zero diverges as that beam is about to emerge. The link to the Green function is background that Lean has not checked; the file begins at the integral.

```lean
import Mathlib

open Real Set MeasureTheory Filter Topology

namespace KambeReciprocalTerm

noncomputable section

/-- The Ewald integrand `t⁻² exp(-κ²/(4t²))` of one reciprocal-lattice beam. -/
def kernel (κ t : ℝ) : ℝ := (t ^ 2)⁻¹ * exp (-κ ^ 2 / (4 * t ^ 2))

/-- The in-plane integral of one beam, as it enters the Kambe reciprocal-space term at angular momentum zero, without prefactors: the integrand integrated over `0 < t < η`,
with `η` the Ewald splitting parameter. -/
def kambe (κ η : ℝ) : ℝ := ∫ t in Ioo 0 η, kernel κ t

/-- The Gaussian tail: the integral of `exp(-u²)` over `u > x`. -/
def gaussTail (x : ℝ) : ℝ := ∫ u in Ioi x, exp (-u ^ 2)

/-- The decay constant `κ = √(‖k+g‖² - E)` of the beam with in-plane wave vector `k + g`
at energy `E < ‖k+g‖²`; for `E ≥ ‖k+g‖²` the value is `0`. -/
def decay (k g : EuclideanSpace ℝ (Fin 2)) (E : ℝ) : ℝ := √(‖k + g‖ ^ 2 - E)
```

Q. In `decay` nothing makes g a lattice vector.

A. Correct: `k` and `g` are arbitrary vectors of the Euclidean plane and enter only through `‖k + g‖ ^ 2`, so the results hold in particular for lattice vectors. `kernel` is the integrand, in which `-κ ^ 2` means −(κ²); `kambe κ η` is I as a Lebesgue integral over the open interval `Ioo 0 η`; `gaussTail x` is T(x). Prefactors such as the cell area are left out. Kambe's structure constants carry all angular momenta and add a sum over g, a real-space sum and an on-site term, whereas I is the in-plane integral of one beam as it enters at angular momentum zero.

Q. The substitution reverses orientation and sends t → 0 to infinity. By hand I swap the limits and move on.

A. Lean replaces the swap by a statement about sets. `subst_image` says that the image of (0,η) under t ↦ κ/(2t) is the half-line u > κ/(2η). One inclusion uses t < η to get κ/(2η) < κ/(2t); the other exhibits the preimage t = κ/(2u).

```lean
/-- The substitution `u = κ/(2t)` maps `(0, η)` onto the half-line `u > κ/(2η)`. -/
theorem subst_image {κ η : ℝ} (hκ : 0 < κ) (hη : 0 < η) :
    (fun t : ℝ => κ / (2 * t)) '' Ioo 0 η = Ioi (κ / (2 * η)) := by
  ext u
  constructor
  · rintro ⟨t, ⟨h0, h1⟩, rfl⟩
    show κ / (2 * η) < κ / (2 * t)
    rw [div_lt_div_iff₀ (by positivity) (by positivity)]
    nlinarith [mul_pos hκ (sub_pos.2 h1)]
  · intro hu
    have hu' : κ / (2 * η) < u := hu
    have hu0 : 0 < u := lt_trans (by positivity) hu'
    refine ⟨κ / (2 * u), ⟨by positivity, ?_⟩, ?_⟩
    · rw [div_lt_iff₀ (by positivity)] at hu' ⊢
      nlinarith
    · show κ / (2 * (κ / (2 * u))) = u
      field_simp
```

`kambe_eq_gaussTail` then states, for κ, η > 0, that the integrand is integrable on (0,η), so the integral converges absolutely at t → 0, and that I = (2/κ) T(κ/(2η)). In the proof `hd` gives the derivative −κ/(2t²), `hinj` injectivity, and `hpt` the identity |du/dt| exp(−u²) = (κ/2) × integrand. The reusable tool is the pair `integrableOn_image_iff_integrableOn_abs_deriv_smul` and `integral_image_eq_integral_abs_deriv_smul`: from a measurable set, a derivative within it and injectivity, they transfer integrability and value, with no cut-off and no limit at the endpoints. Integrability comes from the Gaussian being integrable on the whole line, `hg`, and only the value needs `subst_image`.

```lean
/-- For `κ, η > 0` the integrand is integrable on `(0, η)`, and the Kambe term equals
`2/κ` times the Gaussian tail beyond `κ/(2η)`. -/
theorem kambe_eq_gaussTail {κ η : ℝ} (hκ : 0 < κ) (hη : 0 < η) :
    IntegrableOn (kernel κ) (Ioo 0 η) ∧ kambe κ η = 2 / κ * gaussTail (κ / (2 * η)) := by
  have hd : ∀ t ∈ Ioo 0 η, HasDerivWithinAt (fun t : ℝ => κ / (2 * t))
      (κ / 2 * -(t ^ 2)⁻¹) (Ioo 0 η) t := by
    intro t ht
    have e : (fun t : ℝ => κ / (2 * t)) = fun y : ℝ => κ / 2 * y⁻¹ := by
      funext y
      ring
    rw [e]
    exact ((hasDerivAt_inv ht.1.ne').const_mul (κ / 2)).hasDerivWithinAt
  have hinj : InjOn (fun t : ℝ => κ / (2 * t)) (Ioo 0 η) := by
    intro s hs t ht hst
    have hs0 : 0 < s := hs.1
    have ht0 : 0 < t := ht.1
    have h : κ / (2 * s) = κ / (2 * t) := hst
    rw [div_eq_div_iff (by positivity) (by positivity)] at h
    have h2 := mul_left_cancel₀ hκ.ne' h
    linarith
  -- Jacobian times Gaussian is `κ/2` times the integrand
  have hpt : ∀ t : ℝ, |κ / 2 * -(t ^ 2)⁻¹| • exp (-(κ / (2 * t)) ^ 2) = κ / 2 * kernel κ t := by
    intro t
    have h1 : |κ / 2| = κ / 2 := abs_of_pos (by positivity)
    have h2 : |(t ^ 2)⁻¹| = (t ^ 2)⁻¹ := abs_of_nonneg (by positivity)
    have h3 : -(κ / (2 * t)) ^ 2 = -κ ^ 2 / (4 * t ^ 2) := by ring
    rw [abs_mul, abs_neg, h1, h2, h3, smul_eq_mul, kernel, mul_assoc]
  have hg : Integrable (fun u : ℝ => exp (-u ^ 2)) := by
    simpa using integrable_exp_neg_mul_sq (b := 1) one_pos
  have hI := integrableOn_image_iff_integrableOn_abs_deriv_smul measurableSet_Ioo hd hinj
    (fun u : ℝ => exp (-u ^ 2))
  have hE := integral_image_eq_integral_abs_deriv_smul measurableSet_Ioo hd hinj
    (fun u : ℝ => exp (-u ^ 2))
  simp only [hpt] at hI hE
  constructor
  · have h2 := Integrable.const_mul (hI.1 hg.integrableOn) (2 / κ)
    refine h2.congr (Eventually.of_forall fun t => ?_)
    show 2 / κ * (κ / 2 * kernel κ t) = kernel κ t
    field_simp
  · rw [subst_image hκ hη, integral_const_mul] at hE
    unfold gaussTail kambe
    rw [hE]
    field_simp
```

Q. Where does √π enter?

A. In `gaussTail_split`, which is T(x) = √π/2 − C(x) for x ≥ 0. The half-line u > 0 is the disjoint union of (0,x] and (x,∞), `setIntegral_union` adds the two integrals, and `integral_gaussian_Ioi 1` supplies √π/2.

```lean
/-- For `x ≥ 0` the Gaussian tail is `√π/2` minus the integral of `exp(-u²)` from `0` to `x`. -/
theorem gaussTail_split {x : ℝ} (hx : 0 ≤ x) :
    gaussTail x = √π / 2 - ∫ u in (0 : ℝ)..x, exp (-u ^ 2) := by
  have hg : Integrable (fun u : ℝ => exp (-u ^ 2)) := by
    simpa using integrable_exp_neg_mul_sq (b := 1) one_pos
  have h0 : ∫ u in Ioi (0 : ℝ), exp (-u ^ 2) = √π / 2 := by
    simpa using integral_gaussian_Ioi 1
  have hdis : Disjoint (Ioc 0 x) (Ioi x) :=
    Set.disjoint_left.2 fun a ha hb => absurd ha.2 (not_le_of_gt hb)
  have hu := setIntegral_union hdis measurableSet_Ioi hg.integrableOn hg.integrableOn
  rw [Ioc_union_Ioi_eq_Ioi hx, h0] at hu
  rw [intervalIntegral.integral_of_le hx, gaussTail]
  linarith
```

`gaussCore_bounds` gives the three bounds on C(x). The lower polynomial bound integrates 1 − u² exactly in `e` and compares integrands through `add_one_le_exp`; the upper bound compares with the constant 1.

```lean
/-- For `x ≥ 0` the integral of `exp(-u²)` from `0` to `x` is non-negative and lies
between `x - x³/3` and `x`. -/
theorem gaussCore_bounds {x : ℝ} (hx : 0 ≤ x) :
    0 ≤ ∫ u in (0 : ℝ)..x, exp (-u ^ 2) ∧
    x - x ^ 3 / 3 ≤ ∫ u in (0 : ℝ)..x, exp (-u ^ 2) ∧
    ∫ u in (0 : ℝ)..x, exp (-u ^ 2) ≤ x := by
  have ig : IntervalIntegrable (fun u : ℝ => exp (-u ^ 2)) volume 0 x :=
    (by fun_prop : Continuous fun u : ℝ => exp (-u ^ 2)).intervalIntegrable _ _
  have i1 : IntervalIntegrable (fun _ : ℝ => (1 : ℝ)) volume 0 x :=
    continuous_const.intervalIntegrable _ _
  have i2 : IntervalIntegrable (fun u : ℝ => u ^ 2) volume 0 x :=
    (continuous_pow 2).intervalIntegrable _ _
  refine ⟨intervalIntegral.integral_nonneg hx fun u _ => (exp_pos _).le, ?_, ?_⟩
  · have e : ∫ u in (0 : ℝ)..x, (1 - u ^ 2) = x - x ^ 3 / 3 := by
      rw [intervalIntegral.integral_sub i1 i2, integral_pow, intervalIntegral.integral_const]
      simp only [smul_eq_mul, Nat.cast_ofNat]
      ring
    rw [← e]
    exact intervalIntegral.integral_mono_on hx (i1.sub i2) ig fun u _ => by
      linarith [add_one_le_exp (-u ^ 2)]
  · have h := intervalIntegral.integral_mono_on hx ig i1 fun u _ =>
      (exp_le_exp.2 (neg_nonpos.2 (sq_nonneg u))).trans_eq exp_zero
    simpa using h
```

`kambe_singularity` states both estimates for all κ, η > 0. Its step `e` is the identity I − √π/κ = −(2/κ) C(x), `e1` and `e3` evaluate (2/κ)x and (2/κ)(x − x³/3), and `c0`, `c1`, `c2` are the three bounds multiplied by 2/κ ≥ 0.

```lean
/-- For `κ, η > 0` the Kambe term differs from `√π/κ` by at most `1/η`; also, the
difference lies between `-1/η` and `-1/η + κ²/(12η³)`. -/
theorem kambe_singularity {κ η : ℝ} (hκ : 0 < κ) (hη : 0 < η) :
    |kambe κ η - √π / κ| ≤ 1 / η ∧ -(1 / η) ≤ kambe κ η - √π / κ ∧
    kambe κ η - √π / κ ≤ -(1 / η) + κ ^ 2 / (12 * η ^ 3) := by
  have hx : 0 ≤ κ / (2 * η) := by positivity
  have h2 : 0 ≤ 2 / κ := by positivity
  obtain ⟨b0, b1, b2⟩ := gaussCore_bounds hx
  -- the regular part is `-2/κ` times the Gaussian integral over `[0, κ/(2η)]`
  have e : kambe κ η - √π / κ = -(2 / κ * ∫ u in (0 : ℝ)..κ / (2 * η), exp (-u ^ 2)) := by
    rw [(kambe_eq_gaussTail hκ hη).2, gaussTail_split hx]
    generalize ∫ u in (0 : ℝ)..κ / (2 * η), exp (-u ^ 2) = J
    ring
  have e1 : 2 / κ * (κ / (2 * η)) = 1 / η := by field_simp
  have e3 : 2 / κ * (κ / (2 * η) - (κ / (2 * η)) ^ 3 / 3) = 1 / η - κ ^ 2 / (12 * η ^ 3) := by
    field_simp
    ring
  have c0 := mul_nonneg h2 b0
  have c1 := mul_le_mul_of_nonneg_left b1 h2
  have c2 := mul_le_mul_of_nonneg_left b2 h2
  rw [e3] at c1
  rw [e1] at c2
  rw [e]
  refine ⟨abs_le.2 ⟨?_, ?_⟩, ?_, ?_⟩ <;> linarith
```

Q. For large κ the upper bound −1/η + κ²/(12η³) grows, so there it says less than the bound by 1/η.

A. Yes. Since C(x) ≥ 0, the difference I − √π/κ is in fact never positive, so the upper bound is informative only when κ² < 12η², which includes the threshold region it is meant for. The bound by 1/η holds uniformly in κ, but for large κ it is loose too: I is then negligible beside √π/κ, and the difference tends to 0 as −√π/κ.

Q. A bound is not yet a singularity in the energy.

A. The last two theorems supply that. Let κ(E) = √(‖k+g‖² − E). Below threshold the window reads

−1/η ≤ I − √π/κ(E) ≤ −1/η + (‖k+g‖² − E)/(12η³),

and both sides tend to −1/η as E rises to ‖k+g‖². `regular_part_threshold` is this squeeze: `hu` is the limit of the upper side, and `hsq` replaces κ(E)² by ‖k+g‖² − E. Because the difference approaches −1/η, no constant smaller than 1/η would serve for all κ. The filter `𝓝[<] (‖k + g‖ ^ 2)` restricts E to values below threshold, which matters because Lean's square root of a negative number is 0, so `decay` has no physical meaning above it.

```lean
/-- As the energy rises to the threshold `‖k+g‖²`, the Kambe term minus `√π/κ(E)`
tends to `-1/η`. -/
theorem regular_part_threshold (k g : EuclideanSpace ℝ (Fin 2)) {η : ℝ} (hη : 0 < η) :
    Tendsto (fun E => kambe (decay k g E) η - √π / decay k g E)
      (𝓝[<] (‖k + g‖ ^ 2)) (𝓝 (-(1 / η))) := by
  have hc : Continuous fun E : ℝ => -(1 / η) + (‖k + g‖ ^ 2 - E) / (12 * η ^ 3) :=
    continuous_const.add ((continuous_const.sub continuous_id).div_const _)
  have hu := (hc.tendsto' (‖k + g‖ ^ 2) (-(1 / η)) (by simp)).mono_left
    (nhdsWithin_le_nhds (s := Iio (‖k + g‖ ^ 2)))
  refine tendsto_of_tendsto_of_tendsto_of_le_of_le' tendsto_const_nhds hu ?_ ?_
  · filter_upwards [self_mem_nhdsWithin] with E hE
    have hE' : E < ‖k + g‖ ^ 2 := hE
    have hκ : 0 < decay k g E := sqrt_pos.2 (sub_pos.2 hE')
    exact (kambe_singularity hκ hη).2.1
  · filter_upwards [self_mem_nhdsWithin] with E hE
    have hE' : E < ‖k + g‖ ^ 2 := hE
    have hκ : 0 < decay k g E := sqrt_pos.2 (sub_pos.2 hE')
    have hsq : decay k g E ^ 2 = ‖k + g‖ ^ 2 - E := sq_sqrt (sub_pos.2 hE').le
    have h := (kambe_singularity hκ hη).2.2
    rwa [hsq] at h
```

For `inverse_sqrt_threshold` write

κ(E) I = κ(E)(I − √π/κ(E)) + √π.

The first term tends to 0 × (−1/η), with `h0` giving κ(E) → 0, so κ(E) I → √π for every η > 0. The identity requires κ(E) ≠ 0, and `h.congr'` asks for it only below threshold.

```lean
/-- As the energy rises to the threshold `‖k+g‖²`, the Kambe term multiplied by
`√(‖k+g‖² - E)` tends to `√π`. -/
theorem inverse_sqrt_threshold (k g : EuclideanSpace ℝ (Fin 2)) {η : ℝ} (hη : 0 < η) :
    Tendsto (fun E => decay k g E * kambe (decay k g E) η)
      (𝓝[<] (‖k + g‖ ^ 2)) (𝓝 √π) := by
  have hc : Continuous fun E : ℝ => decay k g E :=
    continuous_sqrt.comp (continuous_const.sub continuous_id)
  have h0 := (hc.tendsto' (‖k + g‖ ^ 2) 0 (by simp [decay])).mono_left
    (nhdsWithin_le_nhds (s := Iio (‖k + g‖ ^ 2)))
  have h := (h0.mul (regular_part_threshold k g hη)).add_const (√π)
  rw [zero_mul, zero_add] at h
  refine h.congr' ?_
  filter_upwards [self_mem_nhdsWithin] with E hE
  have hE' : E < ‖k + g‖ ^ 2 := hE
  have hκ : decay k g E ≠ 0 := (sqrt_pos.2 (sub_pos.2 hE')).ne'
  have e : decay k g E * (√π / decay k g E) = √π := by field_simp
  rw [mul_sub, e, sub_add_cancel]

end

end KambeReciprocalTerm
```

```lean
#print axioms KambeReciprocalTerm.inverse_sqrt_threshold
```

```
'KambeReciprocalTerm.inverse_sqrt_threshold' depends on axioms: [propext, Classical.choice, Quot.sound]
```

Q. Above threshold the beam propagates. You have proved nothing about that case.

A. Nothing; only the evanescent side is covered. One could have modelled κ as complex, to admit E above threshold or an absorptive part of the energy. For real E > ‖k+g‖², κ² is negative and the integrand exceeds t⁻², so the real integral diverges at t → 0; I would have to be defined by a contour or by analytic continuation of the Gaussian tail, and the order comparisons behind the bounds on C would give way to estimates of moduli.

Q. What would a program do with this?

A. It need not integrate over t numerically. With erfc the complementary error function and Γ(½, ·) the upper incomplete gamma function, T(x) = (√π/2) erfc(x), so

I = (√π/κ) erfc(κ/(2η)) = Γ(½, κ²/(4η²))/κ,

evaluated once per evanescent beam; the fast decay of erfc lets the sum over g be cut off once κ is several times η. Near threshold the regular part I − √π/κ can be computed as −(√π/κ) erf(κ/(2η)), where erf = 1 − erfc is the error function; evaluating erf directly, rather than as 1 − erfc, avoids subtracting two nearly equal numbers, and the window of width κ²/(12η³) above −1/η checks the value.
